# Classical Lipkin flow for $c>1$: a real growth rate at the south pole, a real frequency at $z=-1/c$

To find when the state with all particles in the lower level of the two-level Lipkin model becomes unstable, we replace the collective quasi-spin of the $N$ particles by a real vector $r=(x,y,z)$. The south pole $(0,0,-1)$ is the state in question. With $\hbar=1$, level spacing $e>0$ and dimensionless coupling $c>1$, the linearised motion there has the real growth rate $e\sqrt{c^2-1}$. At the two points $(0,y,-1/c)$ of the unit sphere it has the frequency $e\sqrt{2(c^2-1)}$ instead.

For the Hamiltonian $\varepsilon J_z+V(J_x^2-J_y^2)$, with quasi-spin components $J_x,J_y,J_z$ and interaction strength $V$, take a product state in which all particles share the spin direction $r$. Its mean energy, divided by $N/2$, is the function `energy` below with $e=\varepsilon$ and $c=(N-1)V/\varepsilon$. Textbooks often write $\chi$ for $|c|$, and the sign of $V$ is a matter of convention: a quarter turn about the $z$ axis reverses the sign of $c$, so $c<-1$ is the same case with the $x$ and $y$ axes exchanged. Here $e$ is not a charge and $c$ is not the speed of light. Replacing the operators by such a mean-field vector is the step from the quantum model that no hypothesis below justifies.

```lean
import Mathlib

open Matrix Polynomial

namespace ClassicalLipkinFlow

noncomputable section

/-- Classical Lipkin energy of a spin `r = (x, y, z)`, with level spacing `e` and
dimensionless coupling `c`. -/
def energy (e c : ℝ) (r : Fin 3 → ℝ) : ℝ :=
  e * (r 2 + c / 2 * (r 0 ^ 2 - r 1 ^ 2))
```

The entries `r 0`, `r 1`, `r 2` are $x,y,z$. The next definitions give the field $B=(ecx,-ecy,e)$, the velocity

$$F=(-ey(1+cz),\;ex(1-cz),\;2cexy),$$

and the matrix of its partial derivatives. All are defined on the whole of $\mathbb R^3$, not only on the unit sphere.

```lean
/-- The mean field acting on the spin `r`. -/
def meanField (e c : ℝ) (r : Fin 3 → ℝ) : Fin 3 → ℝ :=
  ![e * c * r 0, -(e * c * r 1), e]

/-- The classical Lipkin flow: the velocity of the spin `r`. -/
def flow (e c : ℝ) (r : Fin 3 → ℝ) : Fin 3 → ℝ :=
  ![-e * r 1 * (1 + c * r 2), e * r 0 * (1 - c * r 2), 2 * c * e * r 0 * r 1]

/-- The matrix of partial derivatives of the flow at `r`. -/
def jacobian (e c : ℝ) (r : Fin 3 → ℝ) : Matrix (Fin 3) (Fin 3) ℝ :=
  !![0, -e * (1 + c * r 2), -e * c * r 1;
     e * (1 - c * r 2), 0, -e * c * r 0;
     2 * c * e * r 1, 2 * c * e * r 0, 0]
```

Differentiating the energy gives $\nabla E=B$, and the cross product is

$$B\times r=(-ecyz-ey,\;ex-ecxz,\;2ecxy)=F.$$

The spin therefore precesses about its own mean field. The theorem states the gradient through the derivative of $E$ along every direction $v$. Its proof applies the sum and power rules, then compares the cross product component by component.

```lean
/-- The mean field is the gradient of the energy, and the flow is the precession of the
spin about it. -/
theorem flow_is_precession (e c : ℝ) (r : Fin 3 → ℝ) :
    (∀ v : Fin 3 → ℝ,
      HasDerivAt (fun t : ℝ => energy e c (r + t • v)) (meanField e c r ⬝ᵥ v) 0) ∧
    flow e c r = meanField e c r ⨯₃ r := by
  constructor
  · intro v
    have h (i : Fin 3) : HasDerivAt (fun t : ℝ => r i + t * v i) (v i) 0 :=
      (((hasDerivAt_id' (0 : ℝ)).mul_const (v i)).const_add (r i)).congr_deriv (one_mul _)
    have key := ((h 2).fun_add
      ((((h 0).fun_pow 2).fun_sub ((h 1).fun_pow 2)).const_mul (c / 2))).const_mul e
    refine key.congr_deriv ?_
    simp [meanField, dotProduct, Fin.sum_univ_three]
    ring
  · rw [cross_apply]
    ext i
    fin_cases i <;> simp [flow, meanField] <;> ring
```

## The spin obeys the flow at all times

The hypothesis `hr` says that a curve $r(t)$ satisfies $\dot r=F(r)$ for every real $t$; the existence of such curves is not part of the theorem. By hand, it enters when $\dot r$ is replaced by $B\times r$:

$$\dot E=B\cdot(B\times r)=0,\qquad \tfrac{d}{dt}|r|^2=2r\cdot(B\times r)=0.$$

In the proof, `hr` supplies the derivative of each coordinate. The terms in `hE` and `hN` then cancel, and a function with zero derivative everywhere is constant. An arbitrary differentiable curve need conserve neither quantity: $r(t)=(0,0,t)$ has energy $et$ and squared length $t^2$.

```lean
/-- Along every trajectory of the flow the energy and the squared length of the spin keep
their initial values. -/
theorem conservation (e c : ℝ) (r : ℝ → Fin 3 → ℝ)
    (hr : ∀ t, HasDerivAt r (flow e c (r t)) t) (t : ℝ) :
    energy e c (r t) = energy e c (r 0) ∧
    r t 0 ^ 2 + r t 1 ^ 2 + r t 2 ^ 2 = r 0 0 ^ 2 + r 0 1 ^ 2 + r 0 2 ^ 2 := by
  have h (s : ℝ) (i : Fin 3) : HasDerivAt (fun u => r u i) (flow e c (r s) i) s :=
    hasDerivAt_pi.1 (hr s) i
  have hE (s : ℝ) : HasDerivAt (fun u => energy e c (r u)) 0 s := by
    have key := ((h s 2).fun_add
      ((((h s 0).fun_pow 2).fun_sub ((h s 1).fun_pow 2)).const_mul (c / 2))).const_mul e
    refine key.congr_deriv ?_
    simp [flow]
    -- the bracket multiplying `e` vanishes identically
    right
    ring
  have hN (s : ℝ) : HasDerivAt (fun u => r u 0 ^ 2 + r u 1 ^ 2 + r u 2 ^ 2) 0 s := by
    have key := (((h s 0).fun_pow 2).fun_add ((h s 1).fun_pow 2)).fun_add ((h s 2).fun_pow 2)
    refine key.congr_deriv ?_
    simp [flow]
    ring
  exact ⟨is_const_of_deriv_eq_zero (fun s => (hE s).differentiableAt)
      (fun s => (hE s).deriv) t 0,
    is_const_of_deriv_eq_zero (fun s => (hN s).differentiableAt) (fun s => (hN s).deriv) t 0⟩
```

Small deviations $\delta$ from a resting point obey $\dot\delta=J\delta$ to first order, where $J$ without an index is the Jacobian at that point, not the quasi-spin. The next theorem identifies this matrix with the Fréchet derivative of $F$, using the product rule for each component. It needs no condition on $e$, $c$ or $r$.

```lean
/-- The linear map of the Jacobian matrix at `r` is the Fréchet derivative of the flow at `r`. -/
theorem hasFDerivAt_flow (e c : ℝ) (r : Fin 3 → ℝ) :
    HasFDerivAt (flow e c) (LinearMap.toContinuousLinearMap (toLin' (jacobian e c r))) r := by
  have h (i : Fin 3) : HasFDerivAt (fun q : Fin 3 → ℝ => q i)
      (ContinuousLinearMap.proj i : (Fin 3 → ℝ) →L[ℝ] ℝ) r := hasFDerivAt_apply i r
  rw [hasFDerivAt_pi']
  intro i
  fin_cases i
  · refine (((h 1).const_mul (-e)).mul (((h 2).const_mul c).const_add 1)).congr_fderiv ?_
    refine ContinuousLinearMap.ext fun v => ?_
    simp [jacobian, dotProduct, Fin.sum_univ_three]
    ring
  · refine (((h 0).const_mul e).mul (((h 2).const_mul c).const_sub 1)).congr_fderiv ?_
    refine ContinuousLinearMap.ext fun v => ?_
    simp [jacobian, dotProduct, Fin.sum_univ_three]
    ring
  · refine (((h 0).const_mul (2 * c * e)).mul (h 1)).congr_fderiv ?_
    refine ContinuousLinearMap.ext fun v => ?_
    simp [jacobian, dotProduct, Fin.sum_univ_three]
    ring
```

## Nonzero spacing and coupling select the resting spins

Here `he` and `hc` require only $e\ne0$ and $c\ne0$: the levels are split and the interaction is present. By hand, they allow division in $2cexy=0$, so that $x=0$ or $y=0$.

- If $x=0$, what remains is $y(1+cz)=0$. Either $y=0$ and $z=\pm1$, or $z=-1/c$ and unit length gives $y^2=1-1/c^2$.
- If $y=0$, what remains is $x(1-cz)=0$. Either $x=0$ and $z=\pm1$, or $z=1/c$ and $x^2=1-1/c^2$.

Substitution confirms that all these points are at rest. The proof makes the same case distinction, with `hxy`, `hy` and `hx` as the three alternatives.

If $e=0$ at fixed $c$, the interaction strength $ec=(N-1)V$ vanishes too, and every point of the sphere is at rest; this is not the case of degenerate levels with an interaction. If $c=0$ and $e\ne0$, only the poles are at rest. For $0<|c|<1$ the deformed points, those with $z=\pm1/c$, are not real, and at $|c|=1$ they coincide with the poles.

```lean
/-- For nonzero `e` and `c`, the fixed points on the unit sphere are the two poles, the points
`(0, y, -1/c)` with `y² = 1 - 1/c²`, and the points `(x, 0, 1/c)` with `x² = 1 - 1/c²`. -/
theorem fixed_points {e c : ℝ} (he : e ≠ 0) (hc : c ≠ 0) (x y z : ℝ) :
    (flow e c ![x, y, z] = 0 ∧ x ^ 2 + y ^ 2 + z ^ 2 = 1) ↔
      (x = 0 ∧ y = 0 ∧ (z = 1 ∨ z = -1)) ∨
      (x = 0 ∧ z = -1 / c ∧ y ^ 2 = 1 - 1 / c ^ 2) ∨
      (y = 0 ∧ z = 1 / c ∧ x ^ 2 = 1 - 1 / c ^ 2) := by
  have hflow : flow e c ![x, y, z] = 0 ↔
      -e * y * (1 + c * z) = 0 ∧ e * x * (1 - c * z) = 0 ∧ 2 * c * e * x * y = 0 := by
    constructor
    · intro h
      exact ⟨congrFun h 0, congrFun h 1, congrFun h 2⟩
    · rintro ⟨h0, h1, h2⟩
      ext i
      fin_cases i
      exacts [h0, h1, h2]
  rw [hflow]
  constructor
  · rintro ⟨⟨h0, h1, h2⟩, hn⟩
    have hxy : x = 0 ∨ y = 0 := by simpa [he, hc] using h2
    have hy : y = 0 ∨ 1 + c * z = 0 := by simpa [he] using h0
    have hx : x = 0 ∨ 1 - c * z = 0 := by simpa [he] using h1
    have pole (hx : x = 0) (hy : y = 0) : z = 1 ∨ z = -1 := by
      rw [hx, hy] at hn
      have hz : (z - 1) * (z + 1) = 0 := by linear_combination hn
      rcases mul_eq_zero.1 hz with h | h
      · left; linarith
      · right; linarith
    rcases hxy with hx0 | hy0
    · rcases hy with hy0 | hz
      · exact Or.inl ⟨hx0, hy0, pole hx0 hy0⟩
      · have hz' : z = -1 / c := by
          rw [eq_div_iff hc]; linarith
        have hz2 : z ^ 2 = 1 / c ^ 2 := by rw [hz']; ring
        rw [hx0] at hn
        exact Or.inr (Or.inl ⟨hx0, hz', by linarith⟩)
    · rcases hx with hx0 | hz
      · exact Or.inl ⟨hx0, hy0, pole hx0 hy0⟩
      · have hz' : z = 1 / c := by
          rw [eq_div_iff hc]; linarith
        have hz2 : z ^ 2 = 1 / c ^ 2 := by rw [hz']; ring
        rw [hy0] at hn
        exact Or.inr (Or.inr ⟨hy0, hz', by linarith⟩)
  · rintro (⟨rfl, rfl, rfl | rfl⟩ | ⟨rfl, hz, hy⟩ | ⟨rfl, hz, hx⟩)
    · norm_num
    · norm_num
    · have hcz : c * z = -1 := by rw [hz]; field_simp
      have hz2 : z ^ 2 = 1 / c ^ 2 := by rw [hz]; ring
      exact ⟨⟨by rw [hcz]; ring, by ring, by ring⟩, by linarith⟩
    · have hcz : c * z = 1 := by rw [hz]; field_simp
      have hz2 : z ^ 2 = 1 / c ^ 2 := by rw [hz]; ring
      exact ⟨⟨by ring, by rw [hcz]; ring, by ring⟩, by linarith⟩
```

## The characteristic polynomial on the plane $x=0$

Both the south pole and the points at $z=-1/c$ have $x=0$, so one determinant serves for both. Write $a=e(1+cz)$, $d=e(1-cz)$ and $b=ecy$. Then

$$\det(sI-J)=\det\begin{pmatrix}s&a&b\\-d&s&0\\-2b&0&s\end{pmatrix}
=s(s^2+ad+2b^2),$$

which is $s\big(s^2+e^2(1-c^2z^2+2c^2y^2)\big)$. In Lean, `X` is the polynomial variable and `C` turns a number into a constant polynomial. The proof compares the two polynomials at every real $s$ and expands the determinant.

```lean
/-- Characteristic polynomial of the Jacobian at any point of the plane `x = 0`. -/
theorem jacobian_charpoly (e c y z : ℝ) :
    (jacobian e c ![0, y, z]).charpoly =
      X * (X ^ 2 + C (e ^ 2 * (1 - c ^ 2 * z ^ 2 + 2 * c ^ 2 * y ^ 2))) := by
  refine Polynomial.funext fun s => ?_
  rw [Matrix.eval_charpoly, Matrix.det_fin_three]
  simp [jacobian]
  ring
```

The main theorem has three hypotheses: $e>0$, $c>1$ and $y^2=1-1/c^2$. Its first part says that $e\sqrt{c^2-1}$ is positive and is an eigenvalue at the south pole, with an explicit eigenvector. Its second part gives the characteristic polynomial at $(0,y,-1/c)$.

```lean
/-- For `e > 0` and `c > 1` the Jacobian at the pole `(0, 0, -1)` has the positive eigenvalue
`e √(c² - 1)`, while at `(0, y, -1/c)` with `y² = 1 - 1/c²` its characteristic polynomial is
`s (s² + 2e²(c² - 1))`. -/
theorem lipkin_linearisation {e c y : ℝ} (he : 0 < e) (hc : 1 < c)
    (hy : y ^ 2 = 1 - 1 / c ^ 2) :
    (0 < e * √(c ^ 2 - 1) ∧
      Module.End.HasEigenvector (toLin' (jacobian e c ![0, 0, -1])) (e * √(c ^ 2 - 1))
        ![√(c - 1), √(c + 1), 0]) ∧
    (jacobian e c ![0, y, -1 / c]).charpoly =
      X * (X ^ 2 + C (2 * e ^ 2 * (c ^ 2 - 1))) := by
  have hc0 : c ≠ 0 := by linarith
  refine ⟨⟨mul_pos he (Real.sqrt_pos.2 (by nlinarith)), ?_⟩, ?_⟩
  · -- the root factorises as √(c-1) √(c+1)
    have ha : √(c - 1) ^ 2 = c - 1 := Real.sq_sqrt (by linarith)
    have hb : √(c + 1) ^ 2 = c + 1 := Real.sq_sqrt (by linarith)
    have hbpos : 0 < √(c + 1) := Real.sqrt_pos.2 (by linarith)
    rw [show c ^ 2 - 1 = (c - 1) * (c + 1) by ring, Real.sqrt_mul (by linarith)]
    generalize √(c - 1) = a at *
    generalize √(c + 1) = b at *
    refine ⟨Module.End.mem_eigenspace_iff.2 ?_, fun h => hbpos.ne' (congrFun h 1)⟩
    rw [toLin'_apply]
    ext i
    fin_cases i <;> simp only [mulVec, dotProduct, Fin.sum_univ_three]
    · change 0 * a + -e * (1 + c * (-1)) * b + -e * c * 0 * 0 = e * (a * b) * a
      linear_combination (-e * b) * ha
    · change e * (1 - c * (-1)) * a + 0 * b + -e * c * 0 * 0 = e * (a * b) * b
      linear_combination (-e * a) * hb
    · change 2 * c * e * 0 * a + 2 * c * e * 0 * b + 0 * 0 = e * (a * b) * 0
      ring
  · have h1 : c * (-1 / c) = -1 := by field_simp
    have h2 : c ^ 2 * y ^ 2 = c ^ 2 - 1 := by rw [hy]; field_simp
    have hk : e ^ 2 * (1 - c ^ 2 * (-1 / c) ^ 2 + 2 * c ^ 2 * y ^ 2)
        = 2 * e ^ 2 * (c ^ 2 - 1) := by
      rw [← mul_pow, h1]
      linear_combination 2 * e ^ 2 * h2
    rw [jacobian_charpoly, hk]
```

## Positive level spacing $e>0$

This fixes which level is the lower one: without interaction, the south pole has the lowest energy on the sphere. By hand and in the proof (`mul_pos he`), it is used for the sign of $e\sqrt{c^2-1}$. The polynomial in the second part holds for every real $e$.

With $e=0$ the flow vanishes and the stated eigenvalue is zero, so $e\ge0$ would not suffice for a positive rate. With $e<0$ the expression is negative, although its opposite is then a positive eigenvalue.

## Coupling above the threshold, $c>1$

The interaction must outweigh the level spacing. At the south pole the Jacobian acts as

$$J(v_x,v_y,v_z)=\big(e(c-1)v_y,\;e(c+1)v_x,\;0\big).$$

For $v=(\sqrt{c-1},\sqrt{c+1},0)$ this gives

$$Jv=\big(e(c-1)\sqrt{c+1},\;e(c+1)\sqrt{c-1},\;0\big)=e\sqrt{c^2-1}\,v.$$

The vector has length $\sqrt{2c}$; normalised, it is $\big(\sqrt{(c-1)/2c},\sqrt{(c+1)/2c},0\big)$. It is tangent to the sphere, so the growing deviation is a rotation of the spin and not a change of its length.

The proof uses `hc` to split the root into $\sqrt{c-1}\,\sqrt{c+1}$ and to square both factors. It names them `a` and `b` and checks the eigenvalue equation row by row; the second component shows that the vector is nonzero.

At $c=1$ the claimed rate is zero, so $c\ge1$ is not enough. For $|c|<1$ the nonzero roots at the pole are $\pm ie\sqrt{1-c^2}$, and the linearised spin oscillates. As $c\to1^+$, the growth rate and the frequency at the deformed points both tend to zero; for every $c>1$ the frequency is $\sqrt2$ times the growth rate.

In time-dependent Hartree–Fock theory for this two-level model, restricted to product states with one common spin direction, linearisation about a stationary state gives the random-phase approximation for the collective excitation. A real growth rate $\gamma$ appears there as a pair of imaginary excitation energies $\pm i\gamma$, the sign that the reference state is unstable.

## The deformed points lie on the unit sphere

The condition $y^2=1-1/c^2$ gives $(0,y,-1/c)$ the unit length that $r$ has in a product state with one common spin direction. By hand, $c^2z^2=1$ and $c^2y^2=c^2-1$ turn the general polynomial into

$$s\big(s^2+2e^2(c^2-1)\big).$$

In the proof these two substitutions are `h1` and `h2`, and `hk` combines them. The south-pole part does not use this condition.

Without it, the polynomial at $(0,y,-1/c)$ is $s(s^2+2e^2c^2y^2)$. For $c=2$ and $y=0$ this is $s^3$, whereas the theorem's expression would be $s(s^2+6e^2)$. That point is also at rest, but it lies inside the sphere; being a fixed point is therefore not enough.

The last theorem takes the same three hypotheses and finds the complex roots. With $w=e\sqrt{2(c^2-1)}$ the polynomial factorises as

$$s(s-iw)(s+iw),$$

so the roots are exactly $0$ and $\pm iw$. The map `aeval s` evaluates the real polynomial at a complex $s$, and the proof obtains the factorisation from $i^2=-1$. The root $0$ belongs to the direction $(0,1,0)$, which leaves the sphere here because $y\ne0$; it is a change of spin length, not a soft excitation.

These roots describe the linearised motion. Imaginary roots alone do not settle whether a finite deviation stays small under the full flow.

```lean
/-- For `e > 0` and `c > 1` the complex characteristic roots at `(0, y, -1/c)`, with
`y² = 1 - 1/c²`, are exactly `0` and `± i e √(2(c² - 1))`. -/
theorem deformed_frequencies {e c y : ℝ} (he : 0 < e) (hc : 1 < c)
    (hy : y ^ 2 = 1 - 1 / c ^ 2) (s : ℂ) :
    aeval s (jacobian e c ![0, y, -1 / c]).charpoly = 0 ↔
      s = 0 ∨ s = ((e * √(2 * (c ^ 2 - 1)) : ℝ) : ℂ) * Complex.I ∨
        s = -(((e * √(2 * (c ^ 2 - 1)) : ℝ) : ℂ) * Complex.I) := by
  have hk : (e * √(2 * (c ^ 2 - 1))) ^ 2 = 2 * e ^ 2 * (c ^ 2 - 1) := by
    rw [mul_pow, Real.sq_sqrt (by nlinarith)]
    ring
  rw [(lipkin_linearisation he hc hy).2, ← hk]
  generalize e * √(2 * (c ^ 2 - 1)) = w
  have hval : aeval s (X * (X ^ 2 + C (w ^ 2)) : ℝ[X]) =
      s * ((s - (w : ℂ) * Complex.I) * (s + (w : ℂ) * Complex.I)) := by
    simp only [map_mul, map_add, map_pow, aeval_X, aeval_C, Complex.coe_algebraMap]
    linear_combination (s * (w : ℂ) ^ 2) * Complex.I_sq
  rw [hval, mul_eq_zero, mul_eq_zero, sub_eq_zero, add_eq_zero_iff_eq_neg]

end

end ClassicalLipkinFlow
```

```lean
#print axioms ClassicalLipkinFlow.hasFDerivAt_flow
#print axioms ClassicalLipkinFlow.fixed_points
#print axioms ClassicalLipkinFlow.lipkin_linearisation
#print axioms ClassicalLipkinFlow.deformed_frequencies
```

```
'ClassicalLipkinFlow.hasFDerivAt_flow' depends on axioms: [propext, Classical.choice, Quot.sound]
'ClassicalLipkinFlow.fixed_points' depends on axioms: [propext, Classical.choice, Quot.sound]
'ClassicalLipkinFlow.lipkin_linearisation' depends on axioms: [propext, Classical.choice, Quot.sound]
'ClassicalLipkinFlow.deformed_frequencies' depends on axioms: [propext, Classical.choice, Quot.sound]
```
